# Linearly screened 1D Poisson: the lagged-charge loop converges from every start exactly when $h<2s\sin(\pi/(2(N+1)))$

My Poisson loop goes bad in long devices: the potential overshoots, flips back, and overshoots further on every pass. I compute the screening charge from the old potential, solve Poisson's equation for the new one, and repeat. Each linear solve is accurate, and refining the mesh doesn't help. The screened equation surely has a solution, so why doesn't the loop find it?

## The half-wave error changes sign and need not shrink

The solution exists, but in a long device the iteration amplifies a smooth error around it. Take $N\ge1$ interior points with spacing $h>0$, Debye length $s>0$ and $A=\mathrm{tridiag}(-1,2,-1)/h^2$. With source $f$, your loop is
$$A u_{k+1}=f-u_k/s^2 .$$

Let $\theta=\pi/(N+1)$ and $\varphi_i=\sin((i+1)\theta)$ for $i=0,\dots,N-1$. This half-wave is positive on the grid and vanishes at both contacts. Since $\sin(x+\theta)+\sin(x-\theta)=2\cos\theta\sin x$,
$$A\varphi=E\varphi,\qquad E=\frac{2-2\cos\theta}{h^2}=\left(\frac{2\sin(\theta/2)}{h}\right)^2 .$$

**A bound on solutions.** Let $c\ge0$ and suppose $|(Ae+ce)_i|\le G\varphi_i$ for all $i$. Let $M$ be the largest value of $|e_i|/\varphi_i$, reached at $m$. The neighbours of $m$ satisfy $|e_j|\le M\varphi_j$, so row $m$ gives
$$\left(\frac2{h^2}+c\right)M\varphi_m\le G\varphi_m+\frac{2\cos\theta}{h^2}M\varphi_m ,$$
hence $(E+c)M\le G$. With $G=0$ this forces $e=0$, so the square matrix $A+c$ is invertible. In particular, there is exactly one $v$ with $(A+1/s^2)v=f$.

**Convergence.** The error $e_k=u_k-v$ obeys $Ae_{k+1}=-e_k/s^2$. If $|e_k|\le M_k\varphi$ pointwise, the bound with $c=0$ gives $|e_{k+1}|\le qM_k\varphi$, where
$$q=\frac1{s^2E}=\left(\frac{h}{2s\sin(\theta/2)}\right)^2 .$$
If $q<1$, that is $h<2s\sin(\theta/2)$, then $u_k\to v$.

**Failure.** The sequence $u_k=v+(-q)^k\varphi$ obeys the iteration, because $A\varphi=E\varphi$ and $Eq=1/s^2$. Its successive differences have size $q^k(1+q)\varphi_i$. For $q\ge1$ these do not tend to zero, so there is no limit.

**Device length.** Since $\sin x<x$ for $x>0$, $2s\sin(\theta/2)<\pi s/(N+1)$. If $(N+1)h\ge\pi s$, the convergence condition therefore fails. This length criterion does not involve the mesh separately, so refinement at fixed length cannot rescue such a device.

## What the Lean theorems say

`dirichlet N h` is $A$, `groundMode` is $\varphi$, `groundEnergy` is $E$ and `laggedFactor` is $q$. A potential is a function `Fin N → ℝ`, indexed from zero. `IsLagged N h s f u` says that the sequence `u` obeys the iteration at every step.

`converges_iff` says that, for any fixed `f`, all such sequences have limits if and only if the inequality holds. By `existsUnique_lagged`, each start gives exactly one sequence, so this means convergence from every start. `fails_of_long_device` gives a sequence without a limit when $\pi s\le(N+1)h$; it does not say that every start fails. The hypothesis `0 < N` excludes the empty grid, where convergence is trivial even for $h\ge2s$.

The result bears on self-consistent device simulation through a one-dimensional model with uniform $s$ and charge linear in the potential. Fixed contact voltages can be absorbed into `f`. Nonlinear carrier statistics and damped updates are different iterations.

```lean
import Mathlib

open Matrix Filter Topology
open scoped Real

namespace LaggedPoisson

noncomputable section

/-- Nearest-neighbour matrix of a chain of `N` grid points: 1 between neighbours, 0 otherwise. -/
def hop (N : ℕ) : Matrix (Fin N) (Fin N) ℝ :=
  Matrix.of fun i j => if (i : ℕ) + 1 = j ∨ (j : ℕ) + 1 = i then 1 else 0

/-- The Dirichlet matrix tridiag(-1, 2, -1)/h² on `N` interior points, for spacing `h ≠ 0`. -/
def dirichlet (N : ℕ) (h : ℝ) : Matrix (Fin N) (Fin N) ℝ :=
  Matrix.of fun i j => ((if i = j then (2 : ℝ) else 0) - hop N i j) / h ^ 2

/-- The half-wave sine that vanishes at both contacts, sampled on the grid. -/
def groundMode (N : ℕ) (i : Fin N) : ℝ :=
  Real.sin ((((i : ℕ) : ℝ) + 1) * (π / ((N : ℝ) + 1)))

/-- The number (2 sin(π/(2(N+1)))/h)², for `h ≠ 0`. -/
def groundEnergy (N : ℕ) (h : ℝ) : ℝ :=
  (2 * Real.sin (π / (2 * ((N : ℝ) + 1))) / h) ^ 2

/-- The number (h/(2 s sin(π/(2(N+1)))))², for `s ≠ 0`. -/
def laggedFactor (N : ℕ) (h s : ℝ) : ℝ :=
  (h / (2 * s * Real.sin (π / (2 * ((N : ℝ) + 1))))) ^ 2

/-- The lagged-charge iteration A u_new = f - u_old/s², for Debye length `s ≠ 0`. -/
def IsLagged (N : ℕ) (h s : ℝ) (f : Fin N → ℝ) (u : ℕ → Fin N → ℝ) : Prop :=
  ∀ k, dirichlet N h *ᵥ u (k + 1) = f - (1 / s ^ 2) • u k

lemma sin_half_pos (N : ℕ) : 0 < Real.sin (π / (2 * ((N : ℝ) + 1))) := by
  apply Real.sin_pos_of_pos_of_lt_pi (by positivity)
  rw [div_lt_iff₀ (by positivity)]
  nlinarith [Real.pi_pos, mul_nonneg Real.pi_pos.le (Nat.cast_nonneg (α := ℝ) N)]

lemma groundMode_pos {N : ℕ} (i : Fin N) : 0 < groundMode N i := by
  apply Real.sin_pos_of_pos_of_lt_pi (by positivity)
  rw [← mul_div_assoc, div_lt_iff₀ (by positivity)]
  have : ((i : ℕ) : ℝ) < N := by exact_mod_cast i.isLt
  nlinarith [Real.pi_pos]

lemma groundEnergy_pos (N : ℕ) {h : ℝ} (hh : 0 < h) : 0 < groundEnergy N h := by
  have := sin_half_pos N
  unfold groundEnergy
  positivity

lemma groundEnergy_eq (N : ℕ) (h : ℝ) :
    groundEnergy N h = (2 - 2 * Real.cos (π / ((N : ℝ) + 1))) / h ^ 2 := by
  have h1 : π / ((N : ℝ) + 1) = 2 * (π / (2 * ((N : ℝ) + 1))) := by field_simp
  rw [h1, Real.cos_two_mul, Real.cos_sq', groundEnergy]
  ring

lemma energy_mul_factor (N : ℕ) {h s : ℝ} (hh : 0 < h) (hs : 0 < s) :
    groundEnergy N h * laggedFactor N h s = 1 / s ^ 2 := by
  have hS := sin_half_pos N
  unfold groundEnergy laggedFactor
  generalize Real.sin (π / (2 * ((N : ℝ) + 1))) = S at hS ⊢
  field_simp

lemma dirichlet_apply {N : ℕ} (h : ℝ) (x : Fin N → ℝ) (i : Fin N) :
    (dirichlet N h *ᵥ x) i = (2 * x i - ∑ j, hop N i j * x j) / h ^ 2 := by
  have h1 : ∀ j, dirichlet N h i j * x j
      = ((if i = j then 2 * x j else 0) - hop N i j * x j) / h ^ 2 := by
    intro j
    simp only [dirichlet, Matrix.of_apply]
    split_ifs <;> ring
  change ∑ j, dirichlet N h i j * x j = _
  rw [Finset.sum_congr rfl fun j _ => h1 j, ← Finset.sum_div, Finset.sum_sub_distrib,
    Finset.sum_ite_eq, if_pos (Finset.mem_univ i)]

lemma hop_groundMode {N : ℕ} (i : Fin N) : ∑ j, hop N i j * groundMode N j
    = 2 * Real.cos (π / ((N : ℝ) + 1)) * groundMode N i := by
  obtain ⟨θ, hθ⟩ : ∃ θ, θ = π / ((N : ℝ) + 1) := ⟨_, rfl⟩
  have hend : ((N : ℝ) + 1) * θ = π := by rw [hθ]; field_simp
  simp only [groundMode, ← hθ]
  have hsplit : ∀ j : Fin N, hop N i j * Real.sin ((((j : ℕ) : ℝ) + 1) * θ)
      = (if (i : ℕ) + 1 = (j : ℕ) then Real.sin ((((j : ℕ) : ℝ) + 1) * θ) else 0)
      + (if (j : ℕ) + 1 = (i : ℕ) then Real.sin ((((j : ℕ) : ℝ) + 1) * θ) else 0) := by
    intro j
    by_cases h1 : (i : ℕ) + 1 = j
    · have h2 : ¬ (j : ℕ) + 1 = i := by omega
      simp [hop, h1, h2]
    · by_cases h2 : (j : ℕ) + 1 = i <;> simp [hop, h1, h2]
  -- right neighbour; beyond the last point the sine vanishes
  have hR : ∑ j : Fin N, (if (i : ℕ) + 1 = (j : ℕ) then
      Real.sin ((((j : ℕ) : ℝ) + 1) * θ) else 0) = Real.sin ((((i : ℕ) : ℝ) + 1) * θ + θ) := by
    rw [Fin.sum_univ_eq_sum_range (fun j : ℕ => if (i : ℕ) + 1 = j then
      Real.sin (((j : ℝ) + 1) * θ) else 0) N, Finset.sum_ite_eq]
    split_ifs with hi
    · congr 1
      push_cast
      ring
    · have h1 : (i : ℕ) + 1 = N := by
        have := i.isLt
        rw [Finset.mem_range] at hi
        omega
      have h2 : ((i : ℕ) : ℝ) + 1 = N := by exact_mod_cast h1
      rw [h2, show (N : ℝ) * θ + θ = π by linarith, Real.sin_pi]
  -- left neighbour; before the first point the sine vanishes
  have hL : ∑ j : Fin N, (if (j : ℕ) + 1 = (i : ℕ) then
      Real.sin ((((j : ℕ) : ℝ) + 1) * θ) else 0) = Real.sin ((((i : ℕ) : ℝ) + 1) * θ - θ) := by
    rw [Fin.sum_univ_eq_sum_range (fun j : ℕ => if j + 1 = (i : ℕ) then
      Real.sin (((j : ℝ) + 1) * θ) else 0) N,
      show (((i : ℕ) : ℝ) + 1) * θ - θ = ((i : ℕ) : ℝ) * θ by ring]
    rcases Nat.eq_zero_or_pos (i : ℕ) with h0 | h0
    · simp [h0]
    · rw [Finset.sum_eq_single ((i : ℕ) - 1)]
      · have h1 : (((i : ℕ) - 1 : ℕ) : ℝ) + 1 = ((i : ℕ) : ℝ) := by
          exact_mod_cast Nat.sub_add_cancel h0
        rw [if_pos (by omega), h1]
      · intro b _ hb
        exact if_neg (by omega)
      · intro hi
        exact absurd (Finset.mem_range.mpr (by have := i.isLt; omega)) hi
  rw [Finset.sum_congr rfl fun j _ => hsplit j, Finset.sum_add_distrib, hR, hL,
    Real.sin_add, Real.sin_sub]
  ring

/-- Maximum principle weighted by the half-wave sine: for `c ≥ 0`, a source (A + c)e bounded by
`G` times the sine forces (E + c)|e| to obey the same bound, E being `groundEnergy`. -/
theorem comparison {N : ℕ} {h c G : ℝ} (hc : 0 ≤ c) (e : Fin N → ℝ)
    (H : ∀ i, |(dirichlet N h *ᵥ e) i + c * e i| ≤ G * groundMode N i) (i : Fin N) :
    (groundEnergy N h + c) * |e i| ≤ G * groundMode N i := by
  have : Nonempty (Fin N) := ⟨i⟩
  -- the point where |e| is largest relative to the sine
  obtain ⟨m, hm⟩ := Finite.exists_max (fun j => |e j| / groundMode N j)
  obtain ⟨M, hM⟩ : ∃ M, M = |e m| / groundMode N m := ⟨_, rfl⟩
  have hle : ∀ j, |e j| ≤ M * groundMode N j := fun j => by
    rw [hM]
    exact (div_le_iff₀ (groundMode_pos j)).mp (hm j)
  have hem : |e m| = M * groundMode N m := by
    rw [hM, div_mul_cancel₀ _ (groundMode_pos m).ne']
  have hhop : |∑ j, hop N m j * e j|
      ≤ M * (2 * Real.cos (π / ((N : ℝ) + 1)) * groundMode N m) := by
    rw [← hop_groundMode, Finset.mul_sum]
    refine (Finset.abs_sum_le_sum_abs _ _).trans (Finset.sum_le_sum fun j _ => ?_)
    have h0 : 0 ≤ hop N m j := by
      simp only [hop, Matrix.of_apply]
      split_ifs <;> norm_num
    rw [abs_mul, abs_of_nonneg h0]
    linarith [mul_le_mul_of_nonneg_left (hle j) h0]
  have key : (2 / h ^ 2 + c) * |e m| ≤ G * groundMode N m
      + M * (2 * Real.cos (π / ((N : ℝ) + 1)) * groundMode N m) / h ^ 2 := by
    have h1 : (2 / h ^ 2 + c) * e m = ((dirichlet N h *ᵥ e) m + c * e m)
        + (∑ j, hop N m j * e j) / h ^ 2 := by
      rw [dirichlet_apply]
      ring
    have h2 : 0 ≤ 2 / h ^ 2 + c := by positivity
    rw [← abs_of_nonneg h2, ← abs_mul, h1]
    refine (abs_add_le _ _).trans (add_le_add (H m) ?_)
    rw [abs_div, abs_of_nonneg (sq_nonneg h)]
    gcongr
  have hMG : (groundEnergy N h + c) * M ≤ G := by
    refine le_of_mul_le_mul_right ?_ (groundMode_pos m)
    rw [hem] at key
    rw [groundEnergy_eq]
    linear_combination key
  have hE : 0 ≤ groundEnergy N h + c := add_nonneg (by unfold groundEnergy; positivity) hc
  linarith [mul_le_mul_of_nonneg_left (hle i) hE,
    mul_le_mul_of_nonneg_right hMG (groundMode_pos i).le]

/-- For `h > 0` and `c ≥ 0` the screened Poisson equation (A + c)v = f has exactly one solution. -/
theorem existsUnique_screened {N : ℕ} {h c : ℝ} (hh : 0 < h) (hc : 0 ≤ c) (f : Fin N → ℝ) :
    ∃! v, dirichlet N h *ᵥ v + c • v = f := by
  let T : (Fin N → ℝ) →ₗ[ℝ] (Fin N → ℝ) := (dirichlet N h).mulVecLin + c • LinearMap.id
  have hT : ∀ v, T v = dirichlet N h *ᵥ v + c • v := fun _ => rfl
  have inj : Function.Injective T := by
    rw [injective_iff_map_eq_zero]
    intro v hv
    funext i
    have h1 := comparison (h := h) (G := 0) hc v (fun j => by
      have h2 : (dirichlet N h *ᵥ v) j + c * v j = 0 := congrFun hv j
      rw [h2, abs_zero, zero_mul]) i
    rw [zero_mul] at h1
    have hE := add_pos_of_pos_of_nonneg (groundEnergy_pos N hh) hc
    exact abs_nonpos_iff.mp (nonpos_of_mul_nonpos_right h1 hE)
  obtain ⟨v, hv⟩ := LinearMap.injective_iff_surjective.mp inj f
  exact ⟨v, hv, fun w hw => inj ((hT w).trans (hw.trans hv.symm))⟩

/-- For `h > 0` every starting potential determines exactly one lagged-charge sequence. -/
theorem existsUnique_lagged {N : ℕ} {h : ℝ} (hh : 0 < h) (s : ℝ) (f u₀ : Fin N → ℝ) :
    ∃! u : ℕ → Fin N → ℝ, u 0 = u₀ ∧ IsLagged N h s f u := by
  have hs : ∀ b, ∃! v, dirichlet N h *ᵥ v = b := fun b => by
    simpa only [zero_smul, add_zero] using existsUnique_screened hh (le_refl (0 : ℝ)) b
  choose g hg using fun b => (hs b).exists
  refine ⟨fun k => (fun w => g (f - (1 / s ^ 2) • w))^[k] u₀, ⟨rfl, fun k => ?_⟩, ?_⟩
  · simp only [Function.iterate_succ_apply', hg]
  · rintro w ⟨hw0, hw⟩
    funext k
    induction k with
    | zero => exact hw0
    | succ k ih =>
      have h1 := hw k
      rw [ih] at h1
      exact (hs _).unique h1 (by simp only [Function.iterate_succ_apply', hg])

/-- For `h, s > 0`, the distance to the solution v of (A + 1/s²)v = f, measured against the
half-wave sine, is bounded by its initial bound times the k-th power of `laggedFactor`. -/
theorem error_bound {N : ℕ} {h s G : ℝ} (hh : 0 < h) (hs : 0 < s) {f v : Fin N → ℝ}
    {u : ℕ → Fin N → ℝ} (hu : IsLagged N h s f u)
    (hv : dirichlet N h *ᵥ v + (1 / s ^ 2) • v = f)
    (h0 : ∀ i, |u 0 i - v i| ≤ G * groundMode N i) (k : ℕ) :
    ∀ i, |u k i - v i| ≤ G * laggedFactor N h s ^ k * groundMode N i := by
  induction k with
  | zero => simpa using h0
  | succ k ih =>
    intro i
    have hstep : ∀ j, |(dirichlet N h *ᵥ (u (k + 1) - v)) j + 0 * (u (k + 1) - v) j|
        ≤ (1 / s ^ 2 * (G * laggedFactor N h s ^ k)) * groundMode N j := by
      intro j
      have h1 := congrFun (hu k) j
      have h2 := congrFun hv j
      simp only [Pi.add_apply, Pi.sub_apply, Pi.smul_apply, smul_eq_mul] at h1 h2
      have h3 : (dirichlet N h *ᵥ (u (k + 1) - v)) j + 0 * (u (k + 1) - v) j
          = -(1 / s ^ 2 * (u k j - v j)) := by
        rw [Matrix.mulVec_sub, Pi.sub_apply]
        linear_combination h1 - h2
      have hp : 0 ≤ 1 / s ^ 2 := by positivity
      rw [h3, abs_neg, abs_mul, abs_of_nonneg hp, mul_assoc (1 / s ^ 2)]
      exact mul_le_mul_of_nonneg_left (ih j) hp
    have h4 := comparison (le_refl (0 : ℝ)) _ hstep i
    rw [← energy_mul_factor N hh hs, add_zero, Pi.sub_apply] at h4
    refine le_of_mul_le_mul_left (h4.trans_eq ?_) (groundEnergy_pos N hh)
    ring

lemma factor_lt_one_iff (N : ℕ) {h s : ℝ} (hh : 0 < h) (hs : 0 < s) :
    laggedFactor N h s < 1 ↔ h < 2 * s * Real.sin (π / (2 * ((N : ℝ) + 1))) := by
  have hS : 0 < 2 * s * Real.sin (π / (2 * ((N : ℝ) + 1))) :=
    mul_pos (by positivity) (sin_half_pos N)
  rw [laggedFactor, sq_lt_one_iff_abs_lt_one, abs_of_pos (div_pos hh hS), div_lt_one hS]

/-- If 0 < h < 2s sin(π/(2(N+1))) and `s > 0`, every lagged-charge sequence tends to the
solution v of the screened Poisson equation (A + 1/s²)v = f. -/
theorem tendsto_screened {N : ℕ} {h s : ℝ} (hh : 0 < h) (hs : 0 < s)
    (hlt : h < 2 * s * Real.sin (π / (2 * ((N : ℝ) + 1)))) {f v : Fin N → ℝ}
    {u : ℕ → Fin N → ℝ} (hu : IsLagged N h s f u)
    (hv : dirichlet N h *ᵥ v + (1 / s ^ 2) • v = f) : Tendsto u atTop (𝓝 v) := by
  rw [tendsto_pi_nhds]
  intro i
  have h0 : ∀ j, |u 0 j - v j| ≤ (∑ l, |u 0 l - v l| / groundMode N l) * groundMode N j :=
    fun j => (div_le_iff₀ (groundMode_pos j)).mp
      (Finset.single_le_sum (f := fun l => |u 0 l - v l| / groundMode N l)
        (fun l _ => div_nonneg (abs_nonneg _) (groundMode_pos l).le) (Finset.mem_univ j))
  have hq := tendsto_pow_atTop_nhds_zero_of_lt_one
    (show 0 ≤ laggedFactor N h s from sq_nonneg _) ((factor_lt_one_iff N hh hs).mpr hlt)
  have hb := (hq.const_mul (∑ l, |u 0 l - v l| / groundMode N l)).mul_const (groundMode N i)
  rw [mul_zero, zero_mul] at hb
  rw [tendsto_iff_norm_sub_tendsto_zero]
  exact squeeze_zero (fun _ => norm_nonneg _) (fun k => error_bound hh hs hu hv h0 k i) hb

/-- If `N ≥ 1`, `h, s > 0` and h ≥ 2s sin(π/(2(N+1))), then for every source `f` some
lagged-charge sequence has no limit. -/
theorem exists_not_convergent {N : ℕ} (hN : 0 < N) {h s : ℝ} (hh : 0 < h) (hs : 0 < s)
    (hge : 2 * s * Real.sin (π / (2 * ((N : ℝ) + 1))) ≤ h) (f : Fin N → ℝ) :
    ∃ u, IsLagged N h s f u ∧ ¬ ∃ w, Tendsto u atTop (𝓝 w) := by
  have hE := energy_mul_factor N hh hs
  have hq : 1 ≤ laggedFactor N h s :=
    not_lt.mp fun hc => not_lt_of_ge hge ((factor_lt_one_iff N hh hs).mp hc)
  generalize laggedFactor N h s = q at hE hq
  obtain ⟨v, hv, -⟩ := existsUnique_screened (c := 1 / s ^ 2) hh (by positivity) f
  have hA : ∀ i, (dirichlet N h *ᵥ groundMode N) i = groundEnergy N h * groundMode N i := by
    intro i
    rw [dirichlet_apply, hop_groundMode, groundEnergy_eq]
    ring
  -- the half-wave error flips sign at each step and does not shrink
  refine ⟨fun k => v + (-q) ^ k • groundMode N, fun k => ?_, ?_⟩
  · funext i
    have h2 := congrFun hv i
    simp only [Matrix.mulVec_add, Matrix.mulVec_smul, Pi.add_apply, Pi.sub_apply,
      Pi.smul_apply, smul_eq_mul, hA] at h2 ⊢
    linear_combination h2 - (-q) ^ k * groundMode N i * hE
  · rintro ⟨w, hw⟩
    have i : Fin N := ⟨0, hN⟩
    have hp := groundMode_pos i
    have h1 := tendsto_pi_nhds.mp hw i
    have h2 := (h1.comp (tendsto_add_atTop_nat 1)).sub h1
    rw [sub_self] at h2
    obtain ⟨k, hk⟩ := Metric.tendsto_atTop.mp h2 (groundMode N i) hp
    have h4 := hk k le_rfl
    simp only [Function.comp_apply, Real.dist_eq, sub_zero, Pi.add_apply, Pi.smul_apply,
      smul_eq_mul] at h4
    have h5 : v i + (-q) ^ (k + 1) * groundMode N i - (v i + (-q) ^ k * groundMode N i)
        = -((-q) ^ k * ((1 + q) * groundMode N i)) := by ring
    have hX : 0 < (1 + q) * groundMode N i := mul_pos (by linarith) hp
    rw [h5, abs_neg, abs_mul, abs_pow, abs_neg, abs_of_nonneg (by linarith : 0 ≤ q),
      abs_of_pos hX] at h4
    have h6 := mul_le_mul_of_nonneg_right (one_le_pow₀ hq : 1 ≤ q ^ k) hX.le
    have h7 : 0 ≤ q * groundMode N i := mul_nonneg (by linarith) hp.le
    linarith

/-- For `N ≥ 1` and `h, s > 0`, the lagged-charge iteration converges from every start
if and only if h < 2s sin(π/(2(N+1))). -/
theorem converges_iff {N : ℕ} (hN : 0 < N) {h s : ℝ} (hh : 0 < h) (hs : 0 < s)
    (f : Fin N → ℝ) :
    (∀ u, IsLagged N h s f u → ∃ w, Tendsto u atTop (𝓝 w)) ↔
      h < 2 * s * Real.sin (π / (2 * ((N : ℝ) + 1))) := by
  constructor
  · intro H
    by_contra hn
    obtain ⟨u, hu, hdiv⟩ := exists_not_convergent hN hh hs (not_lt.mp hn) f
    exact hdiv (H u hu)
  · intro hlt u hu
    obtain ⟨v, hv, -⟩ := existsUnique_screened (c := 1 / s ^ 2) hh (by positivity) f
    exact ⟨v, tendsto_screened hh hs hlt hu hv⟩

/-- For `N ≥ 1` and `h, s > 0`, if the device length (N+1)h is at least πs, then some
lagged-charge sequence has no limit. -/
theorem fails_of_long_device {N : ℕ} (hN : 0 < N) {h s : ℝ} (hh : 0 < h) (hs : 0 < s)
    (hL : π * s ≤ ((N : ℝ) + 1) * h) (f : Fin N → ℝ) :
    ∃ u, IsLagged N h s f u ∧ ¬ ∃ w, Tendsto u atTop (𝓝 w) := by
  refine exists_not_convergent hN hh hs ?_ f
  have h1 : Real.sin (π / (2 * ((N : ℝ) + 1))) ≤ π / (2 * ((N : ℝ) + 1)) :=
    Real.sin_le (by positivity)
  calc 2 * s * Real.sin (π / (2 * ((N : ℝ) + 1)))
      ≤ 2 * s * (π / (2 * ((N : ℝ) + 1))) := mul_le_mul_of_nonneg_left h1 (by positivity)
    _ = π * s / ((N : ℝ) + 1) := by field_simp
    _ ≤ h := by
      rw [div_le_iff₀ (by positivity)]
      linarith

end

end LaggedPoisson
```

```lean
#print axioms LaggedPoisson.existsUnique_lagged
#print axioms LaggedPoisson.converges_iff
#print axioms LaggedPoisson.fails_of_long_device
```

```
'LaggedPoisson.existsUnique_lagged' depends on axioms: [propext, Classical.choice, Quot.sound]
'LaggedPoisson.converges_iff' depends on axioms: [propext, Classical.choice, Quot.sound]
'LaggedPoisson.fails_of_long_device' depends on axioms: [propext, Classical.choice, Quot.sound]
```

## From the sine identity to the two directions

`hop_groundMode` proves the neighbour-sum identity, treating the two end points separately. `comparison` is the weighted bound: `Finite.exists_max` picks $m$, and `key` is the inequality in row $m$. `existsUnique_screened` turns injectivity into surjectivity by finite dimension.

`error_bound` applies `comparison` with $c=0$ at each step of an induction, using $Eq=1/s^2$ from `energy_mul_factor`. `tendsto_screened` then squeezes the error at each grid point to zero and identifies the limit as $v$.

`exists_not_convergent` builds the alternating sequence and contradicts the vanishing of successive differences. `converges_iff` joins these two results, and `fails_of_long_device` adds the sine estimate `Real.sin_le`.
